# The density of states of $ak_x^2-bk_y^4$ is $\sqrt2$ times larger above the saddle than below

Near a saddle that is quadratic in one momentum component and quartic in the other, a computed density of states can be fitted with the form $A_\pm|E|^{-1/4}$ plus a smooth background from the rest of the band, with one amplitude for each side of the peak. For a non-interacting two-dimensional band whose dispersion around the saddle is exactly

$$\varepsilon(k_x,k_y)=a k_x^2-b k_y^4,\qquad a,b>0,$$

the two amplitudes can be tied together by $A_+=\sqrt2\,A_-$, which leaves one of them to fit. In a real band, higher powers of the momenta can add terms that this form leaves out, and numerical broadening rounds the peak. The fit therefore belongs to energies close to the saddle but further from it than the broadening. Here $E$ is the energy measured from the saddle point. When this dispersion is extended to all momenta there is no background, and the densities at $E$ and $-E$ themselves have the ratio $\sqrt2$ for every $E>0$.

## From the energy contour to two integrals

The density of states per unit area and per spin, $\rho(E)$, is an integral over $k_y$, divided by $(2\pi)^2$, in which each point of the energy contour has the weight $1/|\partial\varepsilon/\partial k_x|$. On the contour $a k_x^2=E+bk_y^4$, so

$$\left|\frac{\partial\varepsilon}{\partial k_x}\right|=2a|k_x|=2\sqrt{a(E+bk_y^4)} .$$

Each allowed $k_y$ has two roots $\pm k_x$, and $\pm k_y$ contribute equally. Hence

$$\rho(E)=\frac{2}{(2\pi)^2}\int_{k_y>0,\;E+bk_y^4>0}\frac{dk_y}{\sqrt{a(E+bk_y^4)}} .$$

Write $E=\pm|E|$ and substitute $k_y=(|E|/b)^{1/4}y$. The root becomes $\sqrt{a|E|}\,\sqrt{y^4\pm1}$, and therefore

$$\rho(\pm|E|)=\frac{I_\pm}{2\pi^2\sqrt a\,b^{1/4}|E|^{1/4}},\qquad
I_+=\int_0^\infty\!\frac{dy}{\sqrt{1+y^4}},\quad
I_-=\int_1^\infty\!\frac{dy}{\sqrt{y^4-1}} .$$

The prefactors agree, so the ratio of the densities is $I_+/I_-$.

The integral $I_+$ converges because $4(1+y^4)\ge(1+y^2)^2$, which bounds the integrand by $2/(1+y^2)$. The inversion $y\to1/y$ maps $(0,1)$ to $(1,\infty)$ and leaves $dy/\sqrt{1+y^4}$ unchanged up to orientation, so

$$I_+=2\int_1^\infty\frac{dy}{\sqrt{1+y^4}} .$$

For $I_-$, name the integration variable $w$ and set $w^2=(y^4+1)/(2y^2)$ with $y>1$. Then

$$w^4-1=\left(\frac{y^4-1}{2y^2}\right)^2,\qquad w^2+\sqrt{w^4-1}=y^2 .$$

The second relation recovers $y$ from $w$. Since $(y^2-1)^2>0$ gives $w>1$, and every $w>1$ gives a $y>1$, the map takes $(1,\infty)$ one-to-one onto itself. Differentiating $w^2$ gives $2w\,dw=(y^4-1)y^{-3}dy$, and so

$$\frac{dw}{\sqrt{w^4-1}}=\frac{y^4-1}{2wy^3}\cdot\frac{2y^2}{y^4-1}\,dy=\frac{dy}{wy}=\frac{\sqrt2\,dy}{\sqrt{1+y^4}} .$$

Thus $I_-$ converges and equals $\sqrt2\cdot I_+/2$, which is $I_+=\sqrt2\,I_-$.

For a numerical instance, take $a=b=1$ and $E=\pm1$ in dimensionless units. With $y=1/\sin\theta$ and $y=\tan t$ respectively,

$$I_-=\int_0^{\pi/2}\frac{d\theta}{\sqrt{1+\sin^2\theta}},\qquad I_+=\int_0^{\pi/2}\frac{dt}{\sqrt{1-\tfrac12\sin^2 2t}} .$$

The trapezoidal rule with two intervals gives $I_-\approx\frac{\pi}{4}(0.5+0.8165+0.3536)\approx1.312$. With four intervals it gives $I_+\approx\frac{\pi}{8}(0.5+1.1547+1.4142+1.1547+0.5)\approx1.855$. Division by $2\pi^2\approx19.74$ yields $\rho(-1)\approx0.066$ and $\rho(1)\approx0.094$.

## The saddle and its density of states in Lean

```lean
import Mathlib

open MeasureTheory Set Real

namespace HigherOrderSaddle

noncomputable section
```

All quantities are real numbers. The band energy is a function of the two coefficients and the two momentum components.

```lean
/-- The band energy `a kx² - b ky⁴` near a higher-order saddle. -/
def saddle (a b kx ky : ℝ) : ℝ := a * kx ^ 2 - b * ky ^ 4
```

The density of states is defined by the contour formula above, with `k` standing for $k_y$. The set under the integral keeps only momenta at which the roots $\pm k_x$ exist and $\partial\varepsilon/\partial k_x$ is nonzero. The comments in the code call this derivative the velocity along $k_x$, which takes $\hbar=1$. There is no spin factor, no broadening and no momentum cutoff.

```lean
/-- Density of states per unit area at energy `E ≠ 0`, for `a, b > 0`: the four contour points
`(±kx, ±ky)`, each weighted by its inverse speed along `kx`, `1 / (2 √(a (E + b ky⁴)))`, integrated
over `ky > 0` and divided by `(2π)²`. -/
def dos (a b E : ℝ) : ℝ :=
  2 / (2 * π) ^ 2 *
    ∫ k in {k : ℝ | 0 < k ∧ 0 < a * (E + b * k ^ 4)}, 1 / √(a * (E + b * k ^ 4))
```

Another model would start from the $k$-space area, divided by $(2\pi)^2$, of the states in an energy window, and define the density of states as the density of that measure. The contour formula would then have to be derived, and the density would be fixed only for almost every energy until a continuous version away from $E=0$ was chosen.

The function `fold` is the substitution $w(y)$.

```lean
/-- The substitution `w = √((y⁴ + 1) / (2y²))`, for `y ≠ 0`. -/
def fold (y : ℝ) : ℝ := √((y ^ 4 + 1) / (2 * y ^ 2))
```

The next theorem supports the weight in `dos`. At any point on the contour, the derivative of the energy along $k_x$ exists and has the stated magnitude. The proof differentiates the polynomial and recognises $a(E+bk_y^4)$ as $(ak_x)^2$.

```lean
/-- On the contour of energy `E`, the velocity along `kx` has magnitude
`2 √(a (E + b ky⁴))`. -/
theorem contour_velocity {a b E kx ky : ℝ} (h : saddle a b kx ky = E) :
    ∃ v, HasDerivAt (fun k => saddle a b k ky) v kx ∧ |v| = 2 * √(a * (E + b * ky ^ 4)) := by
  refine ⟨2 * (a * kx), ?_, ?_⟩
  · exact (((hasDerivAt_pow 2 kx).const_mul a).sub_const (b * ky ^ 4)).congr_deriv (by ring)
  · have e : a * (E + b * ky ^ 4) = (a * kx) ^ 2 := by
      rw [← h, saddle]; ring
    rw [e, Real.sqrt_sq_eq_abs, abs_mul, abs_of_pos (zero_lt_two' ℝ)]
```

## Convergence and inversion above the saddle

Integrability is proved on the whole line by the Lorentzian bound. The call to `nlinarith` supplies the squared inequality behind it.

```lean
/-- The momentum integrand above the saddle is integrable over the whole line. -/
theorem integrable_above : Integrable (fun y : ℝ => 1 / √(1 + y ^ 4)) := by
  have hc : Continuous (fun y : ℝ => 1 / √(1 + y ^ 4)) :=
    continuous_const.div (by fun_prop) (fun y => by positivity)
  refine (integrable_inv_one_add_sq.const_mul 2).mono' hc.aestronglyMeasurable
    (ae_of_all _ fun y => ?_)
  have h : (1 + y ^ 2) / 2 ≤ √(1 + y ^ 4) := by
    rw [Real.le_sqrt' (by positivity)]
    nlinarith [sq_nonneg (y ^ 2 - 1), sq_nonneg (y ^ 2)]
  rw [Real.norm_of_nonneg (by positivity)]
  calc 1 / √(1 + y ^ 4) ≤ 1 / ((1 + y ^ 2) / 2) := one_div_le_one_div_of_le (by positivity) h
    _ = 2 * (1 + y ^ 2)⁻¹ := by rw [one_div_div, div_eq_mul_inv]
```

For the inversion, `him` identifies the image of $(1,\infty)$ under $y\mapsto y^{-1}$ as $(0,1)$. The change-of-variables theorem brings in the Jacobian $y^{-2}$, which `hj` cancels against the transformed root. Splitting the half-line at $1$ then gives the factor 2.

```lean
/-- Above the saddle, the integral over all `y > 0` is twice the integral over `y > 1`. -/
theorem inversion : ∫ y in Ioi (0 : ℝ), 1 / √(1 + y ^ 4) =
    2 * ∫ y in Ioi (1 : ℝ), 1 / √(1 + y ^ 4) := by
  have him : (fun y : ℝ => y⁻¹) '' Ioi 1 = Ioo 0 1 := by
    ext x
    constructor
    · rintro ⟨y, hy, rfl⟩
      exact ⟨inv_pos.2 (lt_trans one_pos hy), inv_lt_one_of_one_lt₀ hy⟩
    · rintro ⟨h0, h1⟩
      exact ⟨x⁻¹, (one_lt_inv₀ h0).2 h1, inv_inv x⟩
  have h := integral_image_eq_integral_abs_deriv_smul (measurableSet_Ioi (a := (1 : ℝ)))
    (fun y hy => (hasDerivAt_inv (lt_trans one_pos hy).ne').hasDerivWithinAt)
    (inv_injective.injOn) (fun y : ℝ => 1 / √(1 + y ^ 4))
  have hj : ∫ y in Ioo (0 : ℝ) 1, 1 / √(1 + y ^ 4) = ∫ y in Ioi (1 : ℝ), 1 / √(1 + y ^ 4) := by
    rw [← him]
    refine h.trans (setIntegral_congr_fun measurableSet_Ioi fun y hy => ?_)
    have hy0 : 0 < y := lt_trans one_pos hy
    have e : 1 + y⁻¹ ^ 4 = (1 + y ^ 4) / (y ^ 2) ^ 2 := by
      field_simp
      ring
    change |-(y ^ 2)⁻¹| * (1 / √(1 + y⁻¹ ^ 4)) = 1 / √(1 + y ^ 4)
    rw [abs_neg, abs_of_pos (by positivity), e, Real.sqrt_div (by positivity),
      Real.sqrt_sq (by positivity)]
    field_simp
  rw [← Ioc_union_Ioi_eq_Ioi (zero_le_one' ℝ), setIntegral_union (Ioc_disjoint_Ioi le_rfl)
    measurableSet_Ioi integrable_above.integrableOn integrable_above.integrableOn,
    integral_Ioc_eq_integral_Ioo, hj]
  ring
```

## The substitution below the saddle

The first lemma contains the two algebraic formulas for $w^2$ and $\sqrt{w^4-1}$. The condition $y>1$ selects the positive square root.

```lean
/-- The substitution makes both `w²` and `√(w⁴ - 1)` rational in `y`. -/
theorem fold_sq {y : ℝ} (hy : 1 < y) : fold y ^ 2 = (y ^ 4 + 1) / (2 * y ^ 2) ∧
    √(fold y ^ 4 - 1) = (y ^ 4 - 1) / (2 * y ^ 2) := by
  have hy0 : 0 < y := lt_trans one_pos hy
  have h : fold y ^ 2 = (y ^ 4 + 1) / (2 * y ^ 2) := Real.sq_sqrt (by positivity)
  have q : fold y ^ 4 - 1 = ((y ^ 4 - 1) / (2 * y ^ 2)) ^ 2 := by
    rw [show fold y ^ 4 = (fold y ^ 2) ^ 2 by ring, h]
    field_simp
    ring
  have h4 : 0 < y ^ 4 - 1 := sub_pos.2 (one_lt_pow₀ hy four_ne_zero)
  exact ⟨h, by rw [q, Real.sqrt_sq (div_nonneg h4.le (by positivity))]⟩
```

`BijOn fold (Ioi 1) (Ioi 1)` says that the map sends $(1,\infty)$ into itself, is injective there and reaches every point. Injectivity comes from `key`, the relation $w^2+\sqrt{w^4-1}=y^2$. Surjectivity uses the same relation to write down the preimage.

```lean
/-- The substitution maps the half-line `(1, ∞)` one-to-one onto itself. -/
theorem fold_bijOn : BijOn fold (Ioi 1) (Ioi 1) := by
  have key : ∀ y : ℝ, 1 < y → fold y ^ 2 + √(fold y ^ 4 - 1) = y ^ 2 := fun y hy => by
    have hy0 : 0 < y := lt_trans one_pos hy
    rw [(fold_sq hy).1, (fold_sq hy).2, ← add_div, div_eq_iff (by positivity)]
    ring
  refine ⟨fun y hy => ?_, fun x hx y hy h => ?_, fun w hw => ?_⟩
  · have h2 : 1 < y ^ 2 := one_lt_pow₀ hy two_ne_zero
    have hy0 : 0 < y := lt_trans one_pos hy
    change 1 < √((y ^ 4 + 1) / (2 * y ^ 2))
    rw [Real.lt_sqrt zero_le_one, lt_div_iff₀ (by positivity)]
    nlinarith [mul_pos (sub_pos.2 h2) (sub_pos.2 h2)]
  · refine (sq_eq_sq₀ (lt_trans one_pos hx).le (lt_trans one_pos hy).le).mp ?_
    rw [← key x hx, ← key y hy, h]
  · -- the preimage solves a quadratic equation in y²
    have hw0 : 0 < w := lt_trans one_pos hw
    have hw2 : 1 < w ^ 2 := one_lt_pow₀ hw two_ne_zero
    have hw4 : 1 < w ^ 4 := one_lt_pow₀ hw four_ne_zero
    have hr : √(w ^ 4 - 1) ^ 2 = w ^ 4 - 1 := Real.sq_sqrt (by linarith)
    have hr0 := Real.sqrt_nonneg (w ^ 4 - 1)
    have ht : √(w ^ 2 + √(w ^ 4 - 1)) ^ 2 = w ^ 2 + √(w ^ 4 - 1) := Real.sq_sqrt (by positivity)
    have h1 : 1 < √(w ^ 2 + √(w ^ 4 - 1)) := by
      rw [Real.lt_sqrt zero_le_one]
      linarith
    refine ⟨_, h1, (sq_eq_sq₀ (Real.sqrt_nonneg _) hw0.le).mp ?_⟩
    change fold _ ^ 2 = w ^ 2
    rw [(fold_sq h1).1, show ∀ s : ℝ, s ^ 4 = (s ^ 2) ^ 2 from fun s => by ring, ht,
      div_eq_iff (by positivity)]
    linear_combination hr
```

The derivative is the quotient rule for $w^2$ followed by the chain rule for the square root.

```lean
/-- The derivative of the substitution. -/
theorem fold_deriv {y : ℝ} (hy : 1 < y) :
    HasDerivAt fold ((y ^ 4 - 1) / y ^ 3 / (2 * fold y)) y := by
  have hy0 : 0 < y := lt_trans one_pos hy
  have h4 : HasDerivAt (fun x : ℝ => x ^ 4 + 1) (4 * y ^ 3) y :=
    ((hasDerivAt_pow 4 y).add_const 1).congr_deriv (by norm_num)
  have h2 : HasDerivAt (fun x : ℝ => 2 * x ^ 2) (4 * y) y :=
    ((hasDerivAt_pow 2 y).const_mul 2).congr_deriv (by ring)
  have hq : HasDerivAt (fun x : ℝ => (x ^ 4 + 1) / (2 * x ^ 2)) ((y ^ 4 - 1) / y ^ 3) y := by
    refine (h4.fun_div h2 (by positivity)).congr_deriv ?_
    field_simp
    ring
  exact hq.sqrt (by positivity)
```

Multiplying its absolute value by the integrand at $w$ gives the pointwise form of the differential identity. The step `hf` rewrites $w$ as $\sqrt{1+y^4}/(\sqrt2\,y)$.

```lean
/-- With its Jacobian, the integrand below the saddle becomes `√2` times the one above. -/
theorem fold_jacobian {y : ℝ} (hy : 1 < y) :
    |(y ^ 4 - 1) / y ^ 3 / (2 * fold y)| * (1 / √(fold y ^ 4 - 1)) =
      √2 * (1 / √(1 + y ^ 4)) := by
  have hy0 : 0 < y := lt_trans one_pos hy
  have h4 : 0 < y ^ 4 - 1 := sub_pos.2 (one_lt_pow₀ hy four_ne_zero)
  have hf : fold y = √(1 + y ^ 4) / (√2 * y) := by
    rw [fold, add_comm, Real.sqrt_div (by positivity), Real.sqrt_mul (by norm_num),
      Real.sqrt_sq hy0.le]
  have hp : 0 ≤ (y ^ 4 - 1) / y ^ 3 / (2 * fold y) :=
    div_nonneg (div_nonneg h4.le (by positivity)) (mul_nonneg zero_le_two (Real.sqrt_nonneg _))
  have hne := h4.ne'
  rw [(fold_sq hy).2, abs_of_nonneg hp, hf]
  field_simp
```

The theorem `amplitude_ratio` has two parts: $1/\sqrt{y^4-1}$ is integrable on $(1,\infty)$, including its endpoint singularity, and $I_+=\sqrt2\,I_-$. Both follow by changing variables with `fold`. The second part also uses `inversion` and $\sqrt2\cdot\sqrt2=2$.

```lean
/-- The integrand below the saddle is integrable, and the amplitude integral above the saddle is
`√2` times the one below. -/
theorem amplitude_ratio : IntegrableOn (fun y : ℝ => 1 / √(y ^ 4 - 1)) (Ioi 1) ∧
    ∫ y in Ioi (0 : ℝ), 1 / √(1 + y ^ 4) = √2 * ∫ y in Ioi (1 : ℝ), 1 / √(y ^ 4 - 1) := by
  constructor
  · have hI : IntegrableOn (fun y : ℝ => √2 * (1 / √(1 + y ^ 4))) (Ioi 1) :=
      (integrable_above.const_mul (√2)).integrableOn
    rw [← fold_bijOn.image_eq]
    exact (integrableOn_image_iff_integrableOn_abs_deriv_smul measurableSet_Ioi
      (fun y hy => (fold_deriv hy).hasDerivWithinAt) fold_bijOn.injOn _).mpr
      (hI.congr_fun (fun y hy => (fold_jacobian hy).symm) measurableSet_Ioi)
  · have h := integral_image_eq_integral_abs_deriv_smul measurableSet_Ioi
      (fun y hy => (fold_deriv hy).hasDerivWithinAt) fold_bijOn.injOn
      (fun w : ℝ => 1 / √(w ^ 4 - 1))
    rw [fold_bijOn.image_eq] at h
    have hj := h.trans (setIntegral_congr_fun measurableSet_Ioi fun y hy => fold_jacobian hy)
    rw [integral_const_mul] at hj
    rw [inversion, hj, ← mul_assoc, Real.mul_self_sqrt zero_le_two]
```

## Restoring the coefficients and the energy

To avoid fractional powers, the scaling theorem writes $b=\beta^4$ and $E=\sigma e^4$ with $\beta,e>0$. The cases needed are $\sigma=1$ and $\sigma=-1$, for which $1/e$ is the law $|E|^{-1/4}$. In the proof, `hr` extends the integrand by zero to all positive momenta, so that the rescaling by `e / β` can be done on a fixed half-line. The lemma `h4` then factors the root as in the derivation by hand.

```lean
/-- For quartic coefficient `β⁴` and energy `σ e⁴`, the density of states is `1/e` times an
amplitude that does not depend on `e`. -/
theorem dos_scaling {a β e : ℝ} (ha : 0 < a) (hβ : 0 < β) (he : 0 < e) (σ : ℝ) :
    dos a (β ^ 4) (σ * e ^ 4) = 1 / (2 * π ^ 2 * √a * β * e) *
      ∫ y in {y : ℝ | 0 < y ∧ 0 < σ + y ^ 4}, 1 / √(σ + y ^ 4) := by
  have hr : ∀ f : ℝ → ℝ, ∫ y in {y : ℝ | 0 < y ∧ 0 < f y}, 1 / √(f y) =
      ∫ y in Ioi (0 : ℝ), 1 / √(f y) := fun f => by
    symm
    refine MeasureTheory.setIntegral_eq_of_subset_of_forall_sdiff_eq_zero measurableSet_Ioi
      (fun y hy => hy.1) fun y hy => ?_
    have hn : f y ≤ 0 := not_lt.mp fun h => hy.2 ⟨hy.1, h⟩
    rw [Real.sqrt_eq_zero_of_nonpos hn, div_zero]
  -- rescale the momentum by e / β
  have hc : 0 < e / β := div_pos he hβ
  have h := integral_comp_mul_left_Ioi
    (fun k : ℝ => 1 / √(a * (σ * e ^ 4 + β ^ 4 * k ^ 4))) 0 hc
  have h4 : ∀ y : ℝ, 1 / √(a * (σ * e ^ 4 + β ^ 4 * (e / β * y) ^ 4)) =
      1 / (√a * e ^ 2) * (1 / √(σ + y ^ 4)) := fun y => by
    have q : a * (σ * e ^ 4 + β ^ 4 * (e / β * y) ^ 4) = a * ((e ^ 2) ^ 2 * (σ + y ^ 4)) := by
      field_simp
    rw [q, Real.sqrt_mul ha.le, Real.sqrt_mul (sq_nonneg _), Real.sqrt_sq (sq_nonneg e),
      one_div_mul_one_div, mul_assoc]
  simp only [h4, mul_zero, smul_eq_mul] at h
  rw [integral_const_mul, eq_inv_mul_iff_mul_eq₀ hc.ne'] at h
  have hs : √a ≠ 0 := (Real.sqrt_pos.2 ha).ne'
  rw [dos, hr (fun k => a * (σ * e ^ 4 + β ^ 4 * k ^ 4)), hr (fun y => σ + y ^ 4), ← h]
  field_simp
```

The final theorem holds for all positive `a`, `b` and `E`. It states that $\rho(-E)>0$ and that $\rho(E)/\rho(-E)=\sqrt2$. Lean gives a divergent integral the value zero, and likewise a quotient with zero denominator. Either case would make the ratio zero, so the value $\sqrt2$ already excludes both; the positivity statement makes the nonzero denominator explicit.

The proof takes fourth roots of `b` and `E` and applies `dos_scaling` on each side. The equalities `hs1` and `hs2` turn the conditions on $y$ into the half-lines $(0,\infty)$ and $(1,\infty)$. The integrand of $I_+$ is positive everywhere, so $I_+>0$, and `amplitude_ratio` transfers this to $I_-$. The common prefactor cancels in the last step.

```lean
/-- At opposite energies `E` and `-E` around the higher-order saddle, the density of states is
positive on the lower side and exactly `√2` times larger on the upper side. -/
theorem dos_ratio {a b E : ℝ} (ha : 0 < a) (hb : 0 < b) (hE : 0 < E) :
    0 < dos a b (-E) ∧ dos a b E / dos a b (-E) = √2 := by
  have root : ∀ x : ℝ, 0 < x → ∃ r : ℝ, 0 < r ∧ r ^ 4 = x := fun x hx =>
    ⟨x ^ (1 / 4 : ℝ), Real.rpow_pos_of_pos hx _, by
      rw [← Real.rpow_natCast, ← Real.rpow_mul hx.le]
      norm_num⟩
  obtain ⟨β, hβ, rfl⟩ := root b hb
  obtain ⟨e, he, rfl⟩ := root E hE
  have hu := dos_scaling ha hβ he 1
  have hd := dos_scaling ha hβ he (-1)
  have hs1 : {y : ℝ | 0 < y ∧ 0 < 1 + y ^ 4} = Ioi 0 := by
    ext y
    exact ⟨fun h => h.1, fun h => ⟨h, by positivity⟩⟩
  have hs2 : {y : ℝ | 0 < y ∧ 0 < y ^ 4 - 1} = Ioi 1 := by
    ext y
    refine ⟨fun h => ?_, fun hy =>
      ⟨lt_trans one_pos hy, sub_pos.2 (one_lt_pow₀ hy four_ne_zero)⟩⟩
    by_contra hy
    linarith [pow_le_one₀ (n := 4) h.1.le (not_lt.mp hy), h.2]
  rw [one_mul, hs1] at hu
  rw [neg_one_mul] at hd
  simp only [neg_add_eq_sub] at hd
  rw [hs2] at hd
  -- both amplitudes are positive
  have hI : 0 < ∫ y in Ioi (0 : ℝ), 1 / √(1 + y ^ 4) := by
    have hs : Function.support (fun y : ℝ => 1 / √(1 + y ^ 4)) = univ :=
      eq_univ_of_forall fun y => show 1 / √(1 + y ^ 4) ≠ 0 by positivity
    refine (setIntegral_pos_iff_support_of_nonneg_ae
      (ae_of_all _ fun y => show (0 : ℝ) ≤ 1 / √(1 + y ^ 4) by positivity)
      integrable_above.integrableOn).2 ?_
    rw [hs, univ_inter, Real.volume_Ioi]
    simp
  rw [amplitude_ratio.2, mul_pos_iff_of_pos_left (by positivity)] at hI
  have hpos : 0 < dos a (β ^ 4) (-e ^ 4) := by
    rw [hd]
    exact mul_pos (by positivity) hI
  refine ⟨hpos, ?_⟩
  rw [div_eq_iff hpos.ne', hu, hd, amplitude_ratio.2]
  ring

end

end HigherOrderSaddle
```

```lean
#print axioms HigherOrderSaddle.contour_velocity
-- 'HigherOrderSaddle.contour_velocity' depends on axioms: [propext, Classical.choice, Quot.sound]
#print axioms HigherOrderSaddle.dos_ratio
-- 'HigherOrderSaddle.dos_ratio' depends on axioms: [propext, Classical.choice, Quot.sound]
```
